# Cosine harmonics of order 0 < m < L sum to zero over the Bloch momenta of a twisted ring of L sites

A finite ring of L sites with a real boundary twist θ has the Bloch momenta q_k = (2πk + θ)/L, for k = 0, …, L − 1, in units of the inverse lattice spacing. The theorem states that for every integer m with 0 < m < L the sum of cos(m q_k) over these momenta is zero, whatever the twist. The statement concerns the momenta alone and involves no Hamiltonian or filling of levels. The attempt writes each cosine as the real part of a complex exponential and takes out the common phase exp(imθ/L), which leaves a geometric sum of powers of w = exp(2πi/L)^m. That sum vanishes because w ≠ 1 and w^L = 1.

The failing Lean file:

```lean
import Mathlib

open Finset Real

namespace TwistedRing

noncomputable section

/-- The `k`-th Bloch momentum of a ring of `L` sites with boundary twist `θ`. -/
def momentum (L : ℕ) (θ : ℝ) (k : ℕ) : ℝ := (2 * π * k + θ) / L

/-- A harmonic `cos(m q)` with `0 < m < L` sums to zero over the Bloch momenta, at any twist. -/
theorem harmonic_sum_eq_zero {L m : ℕ} (hm : 0 < m) (hmL : m < L) (θ : ℝ) :
    ∑ k ∈ range L, Real.cos (m * momentum L θ k) = 0 := by
  have hζ := Complex.isPrimitiveRoot_exp L (by omega)
  set w : ℂ := Complex.exp (2 * π * Complex.I / L) ^ m with hw
  have hw1 : w ≠ 1 := fun h =>
    absurd (Nat.le_of_dvd hm (hζ.dvd_of_pow_eq_one m h)) (by omega)
  have hwL : w ^ L = 1 := by
    rw [hw, ← pow_mul, mul_comm, pow_mul, hζ.pow_eq_one, one_pow]
  -- the geometric sum over a nontrivial root of unity vanishes
  have hsum : ∑ k ∈ range L, w ^ k = 0 := by
    have h := mul_neg_geom_sum w L
    rw [hwL, sub_self] at h
    exact (mul_eq_zero.mp h).resolve_left (sub_ne_zero.mpr hw1.symm)
  have term : ∀ k : ℕ, Complex.exp (((m * momentum L θ k : ℝ) : ℂ) * Complex.I)
      = Complex.exp ((m * θ / L : ℂ) * Complex.I) * w ^ k := by
    intro k
    rw [hw, ← Complex.exp_nat_mul, ← Complex.exp_nat_mul, ← Complex.exp_add]
    congr 1
    simp only [momentum]
    push_cast
    ring
  calc ∑ k ∈ range L, Real.cos (m * momentum L θ k)
      = ∑ k ∈ range L, (Complex.exp (((m * momentum L θ k : ℝ) : ℂ) * Complex.I)).re :=
        sum_congr rfl fun k _ => (Complex.exp_ofReal_mul_I_re _).symm
    _ = (∑ k ∈ range L, Complex.exp (((m * momentum L θ k : ℝ) : ℂ) * Complex.I)).re :=
        (Complex.re_sum _ _).symm
    _ = 0 := by
        rw [sum_congr rfl (fun k _ => term k), ← mul_sum, hsum, mul_zero, Complex.zero_re]

end

end TwistedRing
```

The error:

```
Main.lean:20:42: error: Tactic `rewrite` failed: Did not find an occurrence of the pattern
  Complex.exp (2 * ↑π * Complex.I / ↑L) ^ L
in the target expression
  (Complex.exp (Complex.I * (2 * ↑π) / ↑L) ^ m) ^ L = 1

L m : ℕ
hm : 0 < m
hmL : m < L
θ : ℝ
hζ : IsPrimitiveRoot (Complex.exp (2 * ↑π * Complex.I / ↑L)) L
w : ℂ := Complex.exp (2 * ↑π * Complex.I / ↑L) ^ m
hw : w = Complex.exp (2 * ↑π * Complex.I / ↑L) ^ m
hw1 : w ≠ 1
⊢ (Complex.exp (Complex.I * (2 * ↑π) / ↑L) ^ m) ^ L = 1
```

Cause. The error lies in the proof of `hwL`, the claim that `w ^ L = 1`. After `← pow_mul` the left side is `Complex.exp (2 * ↑π * Complex.I / ↑L) ^ (m * L)`, and the next step is meant to turn the exponent into `L * m`. But `mul_comm` without arguments fits any product, and here `rw` took the one inside the exponential: the message shows `2 * ↑π * Complex.I` turned into `Complex.I * (2 * ↑π)`. The exponent stayed `m * L`, so `pow_mul` merely restored the form `(… ^ m) ^ L`. The rewrite with `hζ.pow_eq_one` then looked for the original exponential raised to the power `L` and found no such term, since the base had been reordered and the inner power was `m`.

The repair writes `mul_comm m L`, which fits only the product `m * L`. The exponential is left alone, the exponent becomes `L * m`, and `pow_mul` gives `(… ^ L) ^ m`. Now `hζ.pow_eq_one` turns the inner power into 1, and `one_pow` finishes the proof.

As a diff, the version that Lean accepts:

```diff
@@ -18,5 +18,5 @@
     absurd (Nat.le_of_dvd hm (hζ.dvd_of_pow_eq_one m h)) (by omega)
   have hwL : w ^ L = 1 := by
-    rw [hw, ← pow_mul, mul_comm, pow_mul, hζ.pow_eq_one, one_pow]
+    rw [hw, ← pow_mul, mul_comm m L, pow_mul, hζ.pow_eq_one, one_pow]
   -- the geometric sum over a nontrivial root of unity vanishes
   have hsum : ∑ k ∈ range L, w ^ k = 0 := by
```
